# Cube body diagonals divided by √3 are unit vectors

The lemma `axis_unit` says that each of four valley axes, directed along the body diagonals of a cube, has unit length: the squares of its three real components sum to 1. The representatives in `diagonal` have entries ±1 and squared length 3, and `axis` divides them by √3. The statement is purely geometric and assumes nothing about the energy bands or the electrons in the valleys. The attempt uses `axis_mul` to turn each product of axis components into a product of signs over three, then checks the four diagonals one by one.

As first written in Lean, the proof fails:

```lean
import Mathlib

open Matrix

namespace BodyDiagonalValleys

noncomputable section

/-- Representatives of the four body diagonals of the cube, not normalised. -/
def diagonal : Fin 4 → Fin 3 → ℝ :=
  ![![1, 1, 1], ![1, -1, -1], ![-1, 1, -1], ![-1, -1, 1]]

/-- The axis of valley `k`: the body diagonal divided by its length `√3`. -/
def axis (k : Fin 4) : Fin 3 → ℝ := fun i => diagonal k i / √3

/-- Products of axis components are products of signs divided by three. -/
theorem axis_mul (k : Fin 4) (i j : Fin 3) :
    axis k i * axis k j = diagonal k i * diagonal k j / 3 := by
  unfold axis
  rw [div_mul_div_comm, Real.mul_self_sqrt (by norm_num)]

/-- Each valley axis is a unit vector. -/
theorem axis_unit (k : Fin 4) :
    axis k 0 * axis k 0 + axis k 1 * axis k 1 + axis k 2 * axis k 2 = 1 := by
  simp only [axis_mul]
  fin_cases k <;> norm_num [diagonal]

end

end BodyDiagonalValleys
```

The compiler's answer:

```
Main.lean:24:75: error: unsolved goals
case «0»
⊢ 2 / 3 + ![1, 1, 1] 2 * ![1, 1, 1] 2 / 3 = 1

case «1»
⊢ 2 / 3 + ![1, -1, -1] 2 * ![1, -1, -1] 2 / 3 = 1

case «2»
⊢ 2 / 3 + ![-1, 1, -1] 2 * ![-1, 1, -1] 2 / 3 = 1

case «3»
⊢ 2 / 3 + ![-1, -1, 1] 2 * ![-1, -1, 1] 2 / 3 = 1
```

What went wrong. All four cases stop at the same place. The first two terms have been added to give `2 / 3`, but the third still contains an unevaluated entry, such as `![1, 1, 1] 2`. The remaining goals are true, since each third entry squares to 1.

Simp lemmas read off entries 0 and 1 of a vector literal, but entry 2 is left to the simplification procedure `Matrix.cons_val`. `simp` runs that procedure by default; `norm_num` does not, even though it uses simp lemmas.

The repair therefore gives the entries to `simp`. The new fact `hsq` says that every component of `diagonal k` squares to 1, and is proved by splitting on both `k` and `i` and calling `simp [diagonal]`. Adding `hsq` to the `simp only` call then replaces all three products by 1, so no vector literal reaches `norm_num`. It has only to check that `1 / 3 + 1 / 3 + 1 / 3 = 1`, and the old case split at the end is no longer needed.

Fix (accepted with no message):

```diff
@@ -23,6 +23,9 @@
 theorem axis_unit (k : Fin 4) :
     axis k 0 * axis k 0 + axis k 1 * axis k 1 + axis k 2 * axis k 2 = 1 := by
-  simp only [axis_mul]
-  fin_cases k <;> norm_num [diagonal]
+  have hsq : ∀ i, diagonal k i * diagonal k i = 1 := by
+    intro i
+    fin_cases k <;> fin_cases i <;> simp [diagonal]
+  simp only [axis_mul, hsq]
+  norm_num
 
 end
```
